# For a compactly supported density n in one dimension, the density-weighted gradient of the potential (n′)² integrates to −∫(n′)³

The theorem concerns a density `n` on the real line and a model potential equal to the square of its slope, v[n] = (n′)². It states that the integral of n · (v[n])′ over the line equals −∫(n′)³. The density is assumed to be real-valued, twice continuously differentiable and compactly supported, but it need be neither non-negative nor normalised. The proof integrates by parts, with compact support supplying the integrability of the three products involved, and then identifies n′ · (n′)² with (n′)³.

An attempt in Lean 4 with a fault in it:

```lean
import Mathlib

open MeasureTheory Filter Topology

namespace VirialOriginDependence

noncomputable section

/-- The model potential `v[n] = (n')²`. -/
def modelPotential (n : ℝ → ℝ) (x : ℝ) : ℝ := deriv n x ^ 2

/-- The slope of a twice continuously differentiable density is continuously differentiable. -/
theorem contDiff_slope {n : ℝ → ℝ} (h : ContDiff ℝ 2 n) : ContDiff ℝ 1 (deriv n) := by
  have h' : ContDiff ℝ (1 + 1) n := by
    rw [one_add_one_eq_two]
    exact h
  exact (contDiff_succ_iff_deriv.1 h').2.2

/-- The density-weighted gradient of the model potential integrates to `-∫ (n')³`. -/
theorem integral_density_mul_gradient {n : ℝ → ℝ} (hn : ContDiff ℝ 2 n)
    (hc : HasCompactSupport n) :
    ∫ x, n x * deriv (modelPotential n) x = -∫ x, deriv n x ^ 3 := by
  have h1 := contDiff_slope hn
  have hv : ContDiff ℝ 1 (modelPotential n) := h1.pow 2
  have hw : Continuous (deriv (modelPotential n)) := (contDiff_one_iff_deriv.1 hv).2
  have hd : ∀ x, HasDerivAt n (deriv n x) x := fun x =>
    (hn.differentiable (by norm_num) x).hasDerivAt
  have hdv : ∀ x, HasDerivAt (modelPotential n) (deriv (modelPotential n) x) x := fun x =>
    (hv.differentiable (by norm_num) x).hasDerivAt
  -- boundary terms vanish because the density has compact support
  have key := integral_mul_deriv_eq_deriv_mul_of_integrable hd hdv
    ((hn.continuous.mul hw).integrable_of_hasCompactSupport hc.mul_right)
    ((h1.continuous.mul hv.continuous).integrable_of_hasCompactSupport hc.deriv.mul_right)
    ((hn.continuous.mul hv.continuous).integrable_of_hasCompactSupport hc.mul_right)
  rw [key]
  congr 1
  refine integral_congr_ae (Eventually.of_forall fun x => ?_)
  simp only [modelPotential]
  ring

end

end VirialOriginDependence
```

Compiling this gives:

```
Main.lean:31:60: error: Application type mismatch: The argument
  hd
has type
  ∀ (x : ℝ), HasDerivAt n (deriv n x) x
but is expected to have type
  ∀ x ∈ tsupport ?m.195, HasDerivAt ?m.194 (?m.196 x) x
in the application
  integral_mul_deriv_eq_deriv_mul_of_integrable hd
```

Cause. The error is a mismatch in the shape of a hypothesis. `integral_mul_deriv_eq_deriv_mul_of_integrable` asks for the first derivative only at points of a topological support, `∀ x ∈ tsupport ?m.195, ...`. A proof of that takes two arguments, a point `x` and a proof that `x` lies in the support. The term `hd` gives the derivative at every real `x`, which is mathematically stronger, but it takes only the point. Lean does not convert one form to the other by itself, so it rejects the application.

The repair wraps the fact as `fun x _ => hd x`, which accepts the membership proof and ignores it. `hdv` gets the same wrapper because the next hypothesis also expects a second argument after the point. The message does not mention `hdv`, since it reports the failure at `hd`, the argument before it. The line break is only layout, and the integrability arguments and the rest of the proof are unchanged.

This version goes through:

```diff
@@ -29,5 +29,6 @@
     (hv.differentiable (by norm_num) x).hasDerivAt
   -- boundary terms vanish because the density has compact support
-  have key := integral_mul_deriv_eq_deriv_mul_of_integrable hd hdv
+  have key := integral_mul_deriv_eq_deriv_mul_of_integrable
+    (fun x _ => hd x) (fun x _ => hdv x)
     ((hn.continuous.mul hw).integrable_of_hasCompactSupport hc.mul_right)
     ((h1.continuous.mul hv.continuous).integrable_of_hasCompactSupport hc.deriv.mul_right)
```
